# Finite-field error factor for the polarizability of a triples channel with a linear gap

## Channel energies and sign conventions

In the simplified model used here, a connected-triples channel has a constant coupling $W$, a zero-field gap $D>0$ and a gap slope $a$, all real. In a static field $F$ it contributes

$$E(F)=-\frac{W^2}{D-aF}.$$

The gap in the field is $D-aF$. The slope $a$ is therefore counted as positive when the gap narrows with increasing $F$; the derivative of the gap with respect to $F$ is $-a$. The triples energy is the sum of such terms over finitely many channels $i$, with parameters $W_i,D_i,a_i$.

The polarizability is $\alpha=-E''(0)$. Its finite-field estimate with step $h>0$ is

$$\alpha_h=-\frac{E(h)-2E(0)+E(-h)}{h^2}.$$

The step must keep every gap open: $|a_i|h<D_i$.

## Error factor and bounds

For one channel,

$$\alpha_h=\alpha\,\frac{D^2}{D^2-a^2h^2}.$$

With several channels, each contribution carries its own factor. If some channel has nonzero $W_k$ and $a_k$, then $\alpha_h>\alpha$. Under the same condition, and with gaps still open at $2h$, Richardson extrapolation errs the other way:

$$\frac{4\alpha_h-\alpha_{2h}}{3}<\alpha.$$

For one channel with $W,a\neq0$, $\alpha_h\to\infty$ as $h\to D/|a|$ from below.

## Choosing a field step

A code that obtains a triples polarizability from energies at $0$ and $\pm h$ relies on the truncation error being small. In this model of independent channels with constant couplings and linear gaps, the relevant ratio is $|a|h/D$: at one tenth, a single channel's estimate is too large by $1/99$, about 1%. Where both bounds apply, the plain and extrapolated values bracket the model's polarizability.

## Derivation from the three energies

Differentiating twice gives

$$E'(F)=-\frac{W^2a}{(D-aF)^2},\qquad E''(F)=-\frac{2W^2a^2}{(D-aF)^3},$$

so $\alpha=2W^2a^2/D^3$. For the difference,

$$E(h)+E(-h)-2E(0)=-\frac{2W^2D}{D^2-a^2h^2}+\frac{2W^2}{D}=-\frac{2W^2a^2h^2}{D(D^2-a^2h^2)}.$$

Dividing by $-h^2$ gives the stated factor. It is at least one, and exceeds one when $a\neq0$; $\alpha$ is positive when $W$ is nonzero too. Summing over channels gives the overestimate.

For Richardson extrapolation, set $d=D^2$ and $y=a^2h^2$. The combined factor is

$$\frac13\left(\frac{4d}{d-y}-\frac{d}{d-4y}\right)=\frac{d^2-5dy}{(d-y)(d-4y)}=1-\frac{4y^2}{(d-y)(d-4y)}.$$

With the gap open at $2h$, both denominators are positive, so the correction never raises a channel's contribution, and it lowers it when $W,a\neq0$. Summing over channels gives the underestimate. As $h\to D/|a|$ from below, $D^2-a^2h^2$ tends to zero through positive values, which gives the divergence.

Take $W=D=a=1$, so $\alpha=2$. At $h=1/2$ the energies at $h,0,-h$ are $-2,-1,-2/3$, and $\alpha_{1/2}=(2/3)/(1/4)=8/3$. At $h=1/4$ the factor is $16/15$, so $\alpha_{1/4}=32/15$. Extrapolation gives $88/45\approx1.956$, below 2.

## Lean definitions and proofs

```lean
import Mathlib

open Filter Topology

namespace TriplesFiniteField

/-- Energy of one triples channel with coupling `W`, gap `D` and gap slope `a` in a field `F`,
for `D - a * F ≠ 0`. -/
noncomputable def channelEnergy (W D a F : ℝ) : ℝ := -W ^ 2 / (D - a * F)

/-- Triples energy in a field `F`: the sum over finitely many channels, for fields at which
no gap `D i - a i * F` vanishes. -/
noncomputable def triplesEnergy {ι : Type*} [Fintype ι] (W D a : ι → ℝ) (F : ℝ) : ℝ :=
  ∑ i, channelEnergy (W i) (D i) (a i) F

/-- Static polarizability: minus the second derivative of the energy at zero field, for
energies twice differentiable there. -/
noncomputable def polarizability (E : ℝ → ℝ) : ℝ := -deriv (deriv E) 0

/-- Finite-field polarizability: minus the central second difference of the energy, divided by
`h ^ 2`, with field step `h ≠ 0`. -/
noncomputable def finiteFieldPolarizability (E : ℝ → ℝ) (h : ℝ) : ℝ :=
  -(E h - 2 * E 0 + E (-h)) / h ^ 2

/-- The first field derivative of a channel energy, wherever the gap does not vanish. -/
theorem hasDerivAt_channelEnergy {W D a F : ℝ} (hF : D - a * F ≠ 0) :
    HasDerivAt (channelEnergy W D a) (-W ^ 2 * a / (D - a * F) ^ 2) F := by
  have hden : HasDerivAt (fun x : ℝ => D - a * x) (-a) F :=
    (((hasDerivAt_id' F).const_mul a).const_sub D).congr_deriv (by ring)
  exact ((hasDerivAt_const F (-W ^ 2)).fun_div hden hF).congr_deriv (by ring)

/-- The derivative at zero field of the channel slope `-W ^ 2 * a / (D - a * F) ^ 2`, for a nonzero
zero-field gap `D`. -/
theorem hasDerivAt_channelSlope {W D a : ℝ} (hD : D ≠ 0) :
    HasDerivAt (fun F : ℝ => -W ^ 2 * a / (D - a * F) ^ 2) (-2 * W ^ 2 * a ^ 2 / D ^ 3) 0 := by
  have hden : HasDerivAt (fun x : ℝ => D - a * x) (-a) 0 :=
    (((hasDerivAt_id' (0 : ℝ)).const_mul a).const_sub D).congr_deriv (by ring)
  have hne : (D - a * 0) ^ 2 ≠ 0 := by simpa using hD
  refine ((hasDerivAt_const (0 : ℝ) (-W ^ 2 * a)).fun_div (hden.fun_pow 2) hne).congr_deriv ?_
  simp only [Nat.cast_ofNat, Nat.reduceSub, mul_zero, sub_zero, pow_one]
  rw [div_eq_div_iff (pow_ne_zero _ (pow_ne_zero _ hD)) (pow_ne_zero _ hD)]
  ring

/-- For positive zero-field gaps, the triples polarizability is the sum of `2 W² a² / D³`
over the channels. -/
theorem polarizability_triples {ι : Type*} [Fintype ι] {W D a : ι → ℝ} (hD : ∀ i, 0 < D i) :
    polarizability (triplesEnergy W D a) = ∑ i, 2 * W i ^ 2 * a i ^ 2 / D i ^ 3 := by
  -- all gaps stay open in a neighbourhood of zero field
  have hne : ∀ᶠ F in 𝓝 (0 : ℝ), ∀ i, D i - a i * F ≠ 0 := by
    rw [Filter.eventually_all]
    intro i
    have hc : ContinuousAt (fun F : ℝ => D i - a i * F) 0 := by fun_prop
    exact hc.eventually_ne (by simpa using (hD i).ne')
  have hfirst : deriv (triplesEnergy W D a) =ᶠ[𝓝 0]
      fun F => ∑ i, -W i ^ 2 * a i / (D i - a i * F) ^ 2 := by
    filter_upwards [hne] with F hF
    have hd : HasDerivAt (triplesEnergy W D a)
        (∑ i, -W i ^ 2 * a i / (D i - a i * F) ^ 2) F :=
      HasDerivAt.fun_sum fun i _ => hasDerivAt_channelEnergy (hF i)
    exact hd.deriv
  have hsecond : HasDerivAt (fun F : ℝ => ∑ i, -W i ^ 2 * a i / (D i - a i * F) ^ 2)
      (∑ i, -2 * W i ^ 2 * a i ^ 2 / D i ^ 3) 0 :=
    HasDerivAt.fun_sum fun i _ => hasDerivAt_channelSlope (hD i).ne'
  unfold polarizability
  rw [hfirst.deriv_eq, hsecond.deriv, ← Finset.sum_neg_distrib]
  exact Finset.sum_congr rfl fun i _ => by ring

/-- If the field step `h > 0` keeps the gap open, `|a| h < D`, then `D² - a² h²` is positive. -/
theorem gap_pos {D a h : ℝ} (hh : 0 < h) (hr : |a| * h < D) : 0 < D ^ 2 - a ^ 2 * h ^ 2 := by
  have hsq : (|a| * h) ^ 2 < D ^ 2 := pow_lt_pow_left₀ hr (by positivity) two_ne_zero
  rw [mul_pow, sq_abs] at hsq
  linarith

/-- For one channel and a step `h > 0` with `|a| h < D`, the finite-field polarizability is
the exact one multiplied by `D² / (D² - a² h²)`. -/
theorem finiteField_channel {W D a h : ℝ} (hh : 0 < h) (hr : |a| * h < D) :
    finiteFieldPolarizability (channelEnergy W D a) h =
      polarizability (channelEnergy W D a) * (D ^ 2 / (D ^ 2 - a ^ 2 * h ^ 2)) := by
  have hD : 0 < D := lt_of_le_of_lt (by positivity) hr
  have hα := polarizability_triples (ι := Unit) (W := fun _ => W) (D := fun _ => D)
    (a := fun _ => a) (fun _ => hD)
  have he : triplesEnergy (fun _ : Unit => W) (fun _ => D) (fun _ => a) =
      channelEnergy W D a := by
    funext F
    simp [triplesEnergy]
  rw [he, Fintype.sum_unique] at hα
  -- the gaps at the two displaced fields
  have h1 : D - a * h ≠ 0 := by
    have := mul_le_mul_of_nonneg_right (le_abs_self a) hh.le
    exact ne_of_gt (by linarith)
  have h2 : D + a * h ≠ 0 := by
    have := mul_le_mul_of_nonneg_right (neg_abs_le a) hh.le
    exact ne_of_gt (by linarith)
  have h3 : D ^ 2 - a ^ 2 * h ^ 2 = (D - a * h) * (D + a * h) := by ring
  rw [hα, h3]
  simp only [finiteFieldPolarizability, channelEnergy, mul_zero, sub_zero, mul_neg,
    sub_neg_eq_add]
  field_simp
  ring

/-- For several channels and a step `h > 0` with `|a i| h < D i` for all `i`, each channel's
contribution `2 W² a² / D³` is multiplied by its own factor `D² / (D² - a² h²)`. -/
theorem finiteField_triples {ι : Type*} [Fintype ι] {W D a : ι → ℝ} {h : ℝ} (hh : 0 < h)
    (hr : ∀ i, |a i| * h < D i) :
    finiteFieldPolarizability (triplesEnergy W D a) h =
      ∑ i, 2 * W i ^ 2 * a i ^ 2 / D i ^ 3 * (D i ^ 2 / (D i ^ 2 - a i ^ 2 * h ^ 2)) := by
  simp only [finiteFieldPolarizability, triplesEnergy]
  rw [Finset.mul_sum, ← Finset.sum_sub_distrib, ← Finset.sum_add_distrib,
    ← Finset.sum_neg_distrib, Finset.sum_div]
  refine Finset.sum_congr rfl fun i _ => ?_
  have hD : 0 < D i := lt_of_le_of_lt (by positivity) (hr i)
  have hα := polarizability_triples (ι := Unit) (W := fun _ => W i) (D := fun _ => D i)
    (a := fun _ => a i) (fun _ => hD)
  have he : triplesEnergy (fun _ : Unit => W i) (fun _ => D i) (fun _ => a i) =
      channelEnergy (W i) (D i) (a i) := by
    funext F
    simp [triplesEnergy]
  rw [he, Fintype.sum_unique] at hα
  rw [← hα]
  exact finiteField_channel hh (hr i)

/-- Finite fields strictly overestimate the triples polarizability when the step `h > 0` keeps
every gap open and some channel `k` has nonzero coupling and nonzero gap slope. -/
theorem finiteField_overestimates {ι : Type*} [Fintype ι] {W D a : ι → ℝ} {h : ℝ} (hh : 0 < h)
    (hr : ∀ i, |a i| * h < D i) (k : ι) (hW : W k ≠ 0) (ha : a k ≠ 0) :
    polarizability (triplesEnergy W D a) <
      finiteFieldPolarizability (triplesEnergy W D a) h := by
  have hD : ∀ i, 0 < D i := fun i => lt_of_le_of_lt (by positivity) (hr i)
  rw [polarizability_triples hD, finiteField_triples hh hr]
  refine Finset.sum_lt_sum (fun i _ => ?_) ⟨k, Finset.mem_univ k, ?_⟩
  · have hDi := hD i
    have hy : 0 ≤ a i ^ 2 * h ^ 2 := by positivity
    exact le_mul_of_one_le_right (by positivity)
      ((one_le_div (gap_pos hh (hr i))).2 (by linarith))
  · have hDk := hD k
    have hy : 0 < a k ^ 2 * h ^ 2 := by positivity
    exact lt_mul_of_one_lt_right (by positivity)
      ((one_lt_div (gap_pos hh (hr k))).2 (by linarith))

/-- Richardson extrapolation from steps `h` and `2h` strictly underestimates the triples
polarizability when `h > 0`, the step `2h` keeps every gap open, and some channel `k` has
nonzero coupling and nonzero gap slope. -/
theorem richardson_underestimates {ι : Type*} [Fintype ι] {W D a : ι → ℝ} {h : ℝ} (hh : 0 < h)
    (hr : ∀ i, |a i| * (2 * h) < D i) (k : ι) (hW : W k ≠ 0) (ha : a k ≠ 0) :
    (4 * finiteFieldPolarizability (triplesEnergy W D a) h -
      finiteFieldPolarizability (triplesEnergy W D a) (2 * h)) / 3 <
      polarizability (triplesEnergy W D a) := by
  have hD : ∀ i, 0 < D i := fun i => lt_of_le_of_lt (by positivity) (hr i)
  have hr1 : ∀ i, |a i| * h < D i := fun i => by
    have := mul_nonneg (abs_nonneg (a i)) hh.le
    linarith [hr i]
  have h2 : 0 < 2 * h := by positivity
  -- the Richardson combination is `p` minus a correction with numerator proportional to `y ^ 2`
  have alg : ∀ p d y : ℝ, d - y ≠ 0 → d - 4 * y ≠ 0 →
      (4 * (p * (d / (d - y))) - p * (d / (d - 4 * y))) / 3 =
        p - p * (4 * y ^ 2 / ((d - y) * (d - 4 * y))) := by
    intro p d y h1 h4
    field_simp
    ring
  have hy : ∀ i, a i ^ 2 * (2 * h) ^ 2 = 4 * (a i ^ 2 * h ^ 2) := fun i => by ring
  have g1 := fun i => gap_pos hh (hr1 i)
  have g2 : ∀ i, 0 < D i ^ 2 - 4 * (a i ^ 2 * h ^ 2) := fun i => by
    rw [← hy i]
    exact gap_pos h2 (hr i)
  rw [polarizability_triples hD, finiteField_triples hh hr1, finiteField_triples h2 hr,
    Finset.mul_sum, ← Finset.sum_sub_distrib, Finset.sum_div]
  refine Finset.sum_lt_sum (fun i _ => ?_) ⟨k, Finset.mem_univ k, ?_⟩
  · have hDi := hD i
    rw [hy i, alg _ _ _ (g1 i).ne' (g2 i).ne']
    exact sub_le_self _ (mul_nonneg (by positivity)
      (div_nonneg (by positivity) (mul_pos (g1 i) (g2 i)).le))
  · have hDk := hD k
    rw [hy k, alg _ _ _ (g1 k).ne' (g2 k).ne']
    exact sub_lt_self _ (mul_pos (by positivity)
      (div_pos (by positivity) (mul_pos (g1 k) (g2 k))))

/-- For one channel with `D > 0` and `W`, `a` nonzero, the finite-field polarizability grows
without bound as the step approaches `D / |a|` from below. -/
theorem finiteField_diverges {W D a : ℝ} (hD : 0 < D) (hW : W ≠ 0) (ha : a ≠ 0) :
    Tendsto (finiteFieldPolarizability (channelEnergy W D a)) (𝓝[<] (D / |a|)) atTop := by
  have ha' : 0 < |a| := abs_pos.2 ha
  have hev : ∀ᶠ h in 𝓝[<] (D / |a|), 0 < h ∧ |a| * h < D := by
    filter_upwards [self_mem_nhdsWithin,
      mem_nhdsWithin_of_mem_nhds (Ioi_mem_nhds (div_pos hD ha'))] with h h1 h2
    have h3 := (lt_div_iff₀ ha').1 h1
    exact ⟨h2, by linarith⟩
  have h0 : D ^ 2 - a ^ 2 * (D / |a|) ^ 2 = 0 := by
    have hc : a ^ 2 * (D ^ 2 / a ^ 2) = D ^ 2 := by field_simp
    rw [div_pow, sq_abs, hc, sub_self]
  have hcont : Continuous (fun h : ℝ => D ^ 2 - a ^ 2 * h ^ 2) := by fun_prop
  have ht : Tendsto (fun h : ℝ => D ^ 2 - a ^ 2 * h ^ 2) (𝓝[<] (D / |a|)) (𝓝 0) := by
    rw [← h0]
    exact (hcont.tendsto (D / |a|)).mono_left nhdsWithin_le_nhds
  -- the denominator reaches zero through positive values
  have hlim : Tendsto (fun h : ℝ => D ^ 2 - a ^ 2 * h ^ 2) (𝓝[<] (D / |a|)) (𝓝[>] 0) :=
    tendsto_nhdsWithin_iff.2 ⟨ht, hev.mono fun h hp => gap_pos hp.1 hp.2⟩
  have hα : 0 < polarizability (channelEnergy W D a) := by
    have hs := polarizability_triples (ι := Unit) (W := fun _ => W) (D := fun _ => D)
      (a := fun _ => a) (fun _ => hD)
    have he : triplesEnergy (fun _ : Unit => W) (fun _ => D) (fun _ => a) =
        channelEnergy W D a := by
      funext F
      simp [triplesEnergy]
    rw [he, Fintype.sum_unique] at hs
    rw [hs]
    positivity
  have hc : 0 < polarizability (channelEnergy W D a) * D ^ 2 := by positivity
  refine ((tendsto_inv_nhdsGT_zero.comp hlim).const_mul_atTop hc).congr' ?_
  filter_upwards [hev] with h hp
  rw [finiteField_channel hp.1 hp.2, Function.comp_apply, div_eq_mul_inv, mul_assoc]

end TriplesFiniteField
```

```lean
#print axioms TriplesFiniteField.finiteField_overestimates
#print axioms TriplesFiniteField.richardson_underestimates
#print axioms TriplesFiniteField.finiteField_diverges
```

```
'TriplesFiniteField.finiteField_overestimates' depends on axioms: [propext, Classical.choice, Quot.sound]
'TriplesFiniteField.richardson_underestimates' depends on axioms: [propext, Classical.choice, Quot.sound]
'TriplesFiniteField.finiteField_diverges' depends on axioms: [propext, Classical.choice, Quot.sound]
```

## Reading the theorems and their limits

The finite type `ι` labels channels, and `W`, `D`, `a` assign their parameters. `polarizability` uses the actual second derivative, `finiteFieldPolarizability` the three energies. The hypothesis `hr` is the open-gap condition; with `h > 0` it also implies positive zero-field gaps. In `finiteField_diverges`, `𝓝[<] (D / |a|)` means approach from below and `atTop` means growth without bound.

The two `hasDerivAt` lemmas differentiate one channel. `polarizability_triples` sums the derivatives, using continuity to keep all gaps nonzero near zero field. `finiteField_channel` clears denominators with `field_simp` and finishes with `ring`; `finiteField_triples` applies it channel by channel. `gap_pos` supplies the positive denominator. The two strict bounds use `Finset.sum_lt_sum`: every channel obeys the weak inequality and channel `k` the strict one. Inside the Richardson proof, `alg` is the identity in $d$ and $y$. The divergence proof composes the vanishing positive denominator with the limit of the inverse.

These guarantees concern real-number formulas, without rounding or convergence errors in the energies. The energy form is assumed, not derived from coupled-cluster equations: field-dependent couplings, nonlinear gap shifts and interactions between channels are absent, as are the non-triples parts of a molecular polarizability. The divergence theorem treats a single channel.
